# The Streda relation $\partial M/\partial\mu=\partial\rho/\partial B=cN$ for non-interacting Landau levels with $\mu$ in a gap

Take electrons in a plane, at zero temperature, in a perpendicular magnetic field $B$. Landau level $n=0,1,2,\dots$ has energy $wB(n+\tfrac12)$ and holds $cB$ electrons per area, where $c$ and $w$ are positive constants. Let the chemical potential $\mu$ lie between the two lowest levels, $\tfrac12wB<\mu<\tfrac32wB$. Only level $0$ is filled, and the grand potential per area is

$$G=cB\left(\tfrac12wB-\mu\right).$$

The density is $\rho=-\partial G/\partial\mu=cB$. The magnetisation, by the product rule, is

$$M=-\frac{\partial G}{\partial B}=-\tfrac12w\,cB+c\left(\mu-\tfrac12wB\right)=c\mu-cwB.$$

The first term is the moment $-w/2$ of each electron times the density. The second arises because a stronger field makes room for more electrons in the level, each lowering $G$ by $\mu-\tfrac12wB$. This second term makes $M$ depend on $\mu$ even though no level is being filled or emptied. Its slope is $\partial M/\partial\mu=c$, which is also $\partial\rho/\partial B$.

With $N$ filled levels and $\mu$ in the gap above them, the same reasoning gives $\rho=cBN$, $M=cN\mu-cwBN^2$ and the common slope $cN$. For non-interacting electrons in ideal Landau levels, this is a closed-form test case for codes that compute orbital magnetisation in a uniform magnetic field.

## Levels, grand potential and its derivatives

```lean
import Mathlib

open Filter Topology

namespace LandauStreda

noncomputable section

/-- Energy of the `n`-th Landau level in the field `B`; `w * B` is the level spacing. -/
def landauLevel (w B : ℝ) (n : ℕ) : ℝ := w * B * (n + 1 / 2)
```

A `def` introduces a named quantity. Here `landauLevel w B n` is the energy $E_n=wB(n+\tfrac12)$, with real numbers (`ℝ`) for $w$ and $B$ and a natural number (`ℕ`, starting at $0$) for the level index. For electrons of effective mass $m^*$ and charge $-e$, $w=\hbar e/m^*$, so that $wB$ is the cyclotron energy. The spectrum is put in by definition; no Hamiltonian is diagonalised.

```lean
/-- Zero-temperature grand potential per area of Landau levels with degeneracy `c * B`,
for positive level spacing `w * B`. -/
def grandPotential (c w B mu : ℝ) : ℝ :=
  c * B * ∑' n : ℕ, min (landauLevel w B n - mu) 0
```

In ordinary notation this is

$$G(B,\mu)=cB\sum_{n=0}^{\infty}\min(E_n-\mu,\,0).$$

The symbol `∑'` is an infinite sum. At zero temperature a level below $\mu$ is full and contributes $E_n-\mu$ per state, while a level above $\mu$ is empty and contributes nothing; the minimum expresses both cases. The constant $c$ stands for one state per flux quantum, $c=e/h$ for a single spin species. Zeeman splitting, disorder, sample edges and interactions are absent from the model.

```lean
/-- Particle density: minus the derivative of the grand potential with respect to the
chemical potential, where that derivative exists. -/
def density (c w B mu : ℝ) : ℝ := -deriv (fun m => grandPotential c w B m) mu
```

The density is defined as $\rho=-\partial G/\partial\mu$, and not by counting filled levels. The expression `fun m => grandPotential c w B m` is $G$ as a function of the chemical potential alone, and `deriv … mu` is its derivative at $\mu$.

```lean
/-- Orbital magnetisation: minus the derivative of the grand potential with respect to the
field at fixed chemical potential, where that derivative exists. -/
def magnetisation (c w B mu : ℝ) : ℝ := -deriv (fun b => grandPotential c w b mu) B
```

Likewise $M=-\partial G/\partial B$ at fixed $\mu$. The field enters $G$ twice, through the level energies and through the degeneracy $cB$, and both are varied. Lean's `deriv` returns $0$ where a function has no derivative, so the theorems below first establish that the derivatives exist.

```lean
/-- The chemical potential lies less than half a level spacing from `w * B * N`, which for `N ≥ 1`
is the midpoint between the levels `N - 1` and `N`. -/
def InGap (w B mu : ℝ) (N : ℕ) : Prop :=
  w * B * ((N : ℝ) - 1 / 2) < mu ∧ mu < w * B * ((N : ℝ) + 1 / 2)
```

`InGap w B mu N` is the condition

$$wB\left(N-\tfrac12\right)<\mu<wB\left(N+\tfrac12\right).$$

For $N\ge1$ it places $\mu$ strictly between level $N-1$ and level $N$, with $N$ levels filled. For $N=0$ it places $\mu$ below the lowest level, though no further down than $-\tfrac12wB$. The two bounds differ by $wB$, so the condition can only hold when $wB>0$, and no separate sign assumption is needed. The sign of $c$ plays no part in the proofs.

## The infinite sum becomes a polynomial

```lean
variable {w B mu : ℝ} {N : ℕ}

/-- The energies of the first `N` Landau levels, measured from the chemical potential, add up to
`w B N² / 2 - N μ`. -/
theorem sum_occupied (w B mu : ℝ) (N : ℕ) :
    ∑ n ∈ Finset.range N, (landauLevel w B n - mu) = w * B * (N : ℝ) ^ 2 / 2 - N * mu := by
  induction N with
  | zero => simp
  | succ k ih =>
    rw [Finset.sum_range_succ, ih]
    unfold landauLevel
    push_cast
    ring
```

The theorem says that

$$\sum_{n=0}^{N-1}(E_n-\mu)=\tfrac12wBN^2-N\mu.$$

`Finset.range N` is the set $\{0,\dots,N-1\}$. By hand, $\sum_{n=0}^{N-1}(n+\tfrac12)=\tfrac12N(N-1)+\tfrac12N=\tfrac12N^2$. Lean uses induction instead. For $N=0$ both sides vanish. If the formula holds for $k$, adding the term of level $k$ gives

$$\tfrac12wBk^2-k\mu+wB\left(k+\tfrac12\right)-\mu=\tfrac12wB(k+1)^2-(k+1)\mu,$$

which `ring` confirms as an algebraic identity.

```lean
/-- With the chemical potential in the `N`-th gap, the grand potential is a polynomial in
the field and the chemical potential. -/
theorem grandPotential_gap (c : ℝ) (h : InGap w B mu N) :
    grandPotential c w B mu = c * B * (w * B * (N : ℝ) ^ 2 / 2 - N * mu) := by
  obtain ⟨h1, h2⟩ := h
  -- the gap is non-empty, so the level spacing is positive
  have hw : 0 < w * B := by linarith
  unfold grandPotential
  rw [← sum_occupied, tsum_eq_sum (s := Finset.range N)]
  · -- occupied levels lie below the chemical potential
    congr 1
    apply Finset.sum_congr rfl
    intro n hn
    apply min_eq_left
    have hn' : (n : ℝ) + 1 ≤ N := by
      exact_mod_cast Nat.succ_le_of_lt (Finset.mem_range.mp hn)
    have := mul_le_mul_of_nonneg_left hn' hw.le
    unfold landauLevel
    linarith
  · -- empty levels contribute nothing
    intro n hn
    apply min_eq_right
    have hn' : (N : ℝ) ≤ n := by
      exact_mod_cast not_lt.mp (fun hlt => hn (Finset.mem_range.mpr hlt))
    have := mul_le_mul_of_nonneg_left hn' hw.le
    unfold landauLevel
    linarith
```

The argument `h : InGap w B mu N` is the hypothesis that $\mu$ lies in the gap. The conclusion is

$$G=cB\left(\tfrac12wBN^2-N\mu\right).$$

To derive it, split the levels at $N$. If $n<N$, then $n+1\le N$, and since $wB>0$,

$$E_n=wB\left(n+\tfrac12\right)\le wB\left(N-\tfrac12\right)<\mu,$$

so the minimum is $E_n-\mu$. If $n\ge N$, then

$$E_n\ge wB\left(N+\tfrac12\right)>\mu,$$

so the minimum is $0$. What remains is the finite sum just computed.

The proof has the same two cases. The lemma `tsum_eq_sum` replaces the infinite sum by the one over `Finset.range N`, provided that all other terms vanish. The lemmas `min_eq_left` and `min_eq_right` select the value of the minimum for filled and empty levels, and `linarith` verifies the linear inequalities.

## Small changes of $\mu$ or $B$ stay in the gap

```lean
/-- A chemical potential in a gap stays in it under small changes of its value. -/
theorem inGap_nhds_mu (h : InGap w B mu N) : ∀ᶠ m in 𝓝 mu, InGap w B m N := by
  filter_upwards [Ioo_mem_nhds h.1 h.2] with m hm
  exact ⟨hm.1, hm.2⟩
```

A derivative requires knowledge of $G$ near a point and not only at it. The notation `∀ᶠ m in 𝓝 mu` means "for all $m$ sufficiently close to $\mu$". The gap is an open interval, so every point near $\mu$ is also in it.

```lean
/-- A chemical potential in a gap stays in it under small changes of the field. -/
theorem inGap_nhds_field (h : InGap w B mu N) : ∀ᶠ b in 𝓝 B, InGap w b mu N := by
  have h1 : ContinuousAt (fun b : ℝ => w * b * ((N : ℝ) - 1 / 2)) B := by fun_prop
  have h2 : ContinuousAt (fun b : ℝ => w * b * ((N : ℝ) + 1 / 2)) B := by fun_prop
  filter_upwards [h1.eventually_lt continuousAt_const h.1,
    continuousAt_const.eventually_lt h2 h.2] with b hb1 hb2
  exact ⟨hb1, hb2⟩
```

Changing the field moves the levels while $\mu$ stays put. Both bounds, $wb(N-\tfrac12)$ and $wb(N+\tfrac12)$, are continuous in the field $b$. Strict inequalities that hold at $b=B$ therefore still hold for $b$ close to $B$. The tactic `fun_prop` supplies the continuity, and `eventually_lt` carries the inequalities over to nearby fields.

## First derivatives of $G$

```lean
/-- In a gap the grand potential is differentiable in the chemical potential,
with derivative `-c B N`. -/
theorem hasDerivAt_grandPotential_mu (c : ℝ) (h : InGap w B mu N) :
    HasDerivAt (fun m => grandPotential c w B m) (-(c * B * N)) mu := by
  have hd : HasDerivAt (fun m : ℝ => c * B * (w * B * (N : ℝ) ^ 2 / 2 - N * m))
      (-(c * B * N)) mu :=
    ((((hasDerivAt_id' mu).const_mul (N : ℝ)).const_sub
      (w * B * (N : ℝ) ^ 2 / 2)).const_mul (c * B)).congr_deriv (by ring)
  apply hd.congr_of_eventuallyEq
  filter_upwards [inGap_nhds_mu h] with m hm
  exact grandPotential_gap c hm
```

`HasDerivAt f a x` says that $f$ is differentiable at $x$ and that its derivative there is $a$. In the gap $G$ is linear in the chemical potential, so

$$\frac{\partial}{\partial\mu}\,cB\left(\tfrac12wBN^2-N\mu\right)=-cBN.$$

The step `hd` differentiates the polynomial. Then `congr_of_eventuallyEq` transfers the result to $G$, because the two functions agree near $\mu$.

```lean
/-- In a gap the grand potential is differentiable in the field,
with derivative `-(c N μ - c w B N²)`. -/
theorem hasDerivAt_grandPotential_field (c : ℝ) (h : InGap w B mu N) :
    HasDerivAt (fun b => grandPotential c w b mu)
      (-(c * N * mu - c * w * B * (N : ℝ) ^ 2)) B := by
  have hd : HasDerivAt (fun b : ℝ => c * b * (w * b * (N : ℝ) ^ 2 / 2 - N * mu))
      (-(c * N * mu - c * w * B * (N : ℝ) ^ 2)) B :=
    (((hasDerivAt_id' B).const_mul c).fun_mul
      (((((hasDerivAt_id' B).const_mul w).mul_const ((N : ℝ) ^ 2)).div_const 2).sub_const
        ((N : ℝ) * mu))).congr_deriv (by ring)
  apply hd.congr_of_eventuallyEq
  filter_upwards [inGap_nhds_field h] with b hb
  exact grandPotential_gap c hb
```

As a function of the field, the polynomial is $\tfrac12cwN^2B^2-cN\mu B$, so

$$\frac{\partial G}{\partial B}=cwBN^2-cN\mu=-\left(cN\mu-cwBN^2\right).$$

Lean applies the product rule to $cb$ and the bracket, as in the opening example, and again transfers the derivative from the polynomial to $G$.

## Density, magnetisation and their common slope

```lean
/-- Streda relation for Landau levels: with the chemical potential in the `N`-th gap, the
density is `c B N`, the magnetisation is `c N μ - c w B N²`, and the derivative of the
magnetisation in `μ` and that of the density in `B` both equal `c N`. -/
theorem streda (c : ℝ) (h : InGap w B mu N) :
    density c w B mu = c * B * N ∧
    magnetisation c w B mu = c * N * mu - c * w * B * (N : ℝ) ^ 2 ∧
    HasDerivAt (fun m => magnetisation c w B m) (c * N) mu ∧
    HasDerivAt (fun b => density c w b mu) (c * N) B := by
  have hn : ∀ b, InGap w b mu N → density c w b mu = c * b * N := by
    intro b hb
    unfold density
    rw [(hasDerivAt_grandPotential_mu c hb).deriv, neg_neg]
  have hM : ∀ m, InGap w B m N →
      magnetisation c w B m = c * N * m - c * w * B * (N : ℝ) ^ 2 := by
    intro m hm
    unfold magnetisation
    rw [(hasDerivAt_grandPotential_field c hm).deriv, neg_neg]
  refine ⟨hn B h, hM mu h, ?_, ?_⟩
  · -- the formula for the magnetisation holds throughout the gap
    have hd : HasDerivAt (fun m : ℝ => c * N * m - c * w * B * (N : ℝ) ^ 2) (c * N) mu :=
      (((hasDerivAt_id' mu).const_mul (c * (N : ℝ))).sub_const
        (c * w * B * (N : ℝ) ^ 2)).congr_deriv (by ring)
    exact hd.congr_of_eventuallyEq ((inGap_nhds_mu h).mono hM)
  · -- the formula for the density holds for all nearby fields
    have hd : HasDerivAt (fun b : ℝ => c * b * N) (c * N) B :=
      (((hasDerivAt_id' B).const_mul c).mul_const (N : ℝ)).congr_deriv (by ring)
    exact hd.congr_of_eventuallyEq ((inGap_nhds_field h).mono hn)
```

The symbol `∧` means "and", so the theorem makes four statements for $\mu$ in the $N$-th gap:

$$\rho=cBN,\qquad M=cN\mu-cwBN^2,\qquad \frac{\partial M}{\partial\mu}=cN,\qquad \frac{\partial\rho}{\partial B}=cN.$$

The first two follow from the derivatives of $G$ by a change of sign. For the other two, $\rho$ and $M$ must themselves be differentiated, so their formulas are needed at neighbouring points too. This is why `hn` is stated for every field `b` that satisfies the gap condition, and `hM` for every such chemical potential `m`. Then

$$\frac{\partial}{\partial\mu}\left(cN\mu-cwBN^2\right)=cN,\qquad \frac{\partial}{\partial B}\left(cBN\right)=cN.$$

The last line of each of the two sub-proofs combines the elementary derivative with a neighbourhood lemma.

The equality of the slopes is a Maxwell relation: both are $-\partial^2G/\partial\mu\,\partial B$. Streda's name is also attached to the link between $\partial\rho/\partial B$ and the Hall conductivity. No conductivity is defined in this file, but with $c=e/h$ the slope times $e$ is $Ne^2/h$, the magnitude familiar from the quantum Hall effect.

For $N=0$ the theorem describes the empty system: $\rho$, $M$ and both slopes are zero.

## The jump of $M$ at a level

```lean
/-- For positive level spacing, the magnetisation jumps from `c w B N / 2` to
`-c w B (N + 1) / 2` as the chemical potential rises through the level `N` at fixed field. -/
theorem magnetisation_jump (c : ℝ) (N : ℕ) (hw : 0 < w * B) :
    Tendsto (fun m => magnetisation c w B m) (𝓝[<] landauLevel w B N)
      (𝓝 (c * w * B * N / 2)) ∧
    Tendsto (fun m => magnetisation c w B m) (𝓝[>] landauLevel w B N)
      (𝓝 (-(c * w * B * (N + 1) / 2))) := by
  have hcont : ∀ K : ℕ, Continuous (fun m : ℝ => c * K * m - c * w * B * (K : ℝ) ^ 2) := by
    intro K
    fun_prop
  constructor
  · -- just below the level, `N` levels are filled
    have e : c * N * landauLevel w B N - c * w * B * (N : ℝ) ^ 2 = c * w * B * N / 2 := by
      unfold landauLevel
      ring
    rw [← e]
    refine (((hcont N).tendsto (landauLevel w B N)).mono_left nhdsWithin_le_nhds).congr' ?_
    have hlt : w * B * ((N : ℝ) - 1 / 2) < landauLevel w B N := by
      unfold landauLevel
      linarith
    filter_upwards [Ioo_mem_nhdsLT hlt] with m hm
    exact (streda c ⟨hm.1, hm.2⟩).2.1.symm
  · -- just above the level, `N + 1` levels are filled
    have e : c * ((N + 1 : ℕ) : ℝ) * landauLevel w B N
        - c * w * B * ((N + 1 : ℕ) : ℝ) ^ 2 = -(c * w * B * (N + 1) / 2) := by
      unfold landauLevel
      push_cast
      ring
    rw [← e]
    refine (((hcont (N + 1)).tendsto (landauLevel w B N)).mono_left
      nhdsWithin_le_nhds).congr' ?_
    have hlt : landauLevel w B N < w * B * (((N + 1 : ℕ) : ℝ) + 1 / 2) := by
      unfold landauLevel
      push_cast
      linarith
    filter_upwards [Ioo_mem_nhdsGT hlt] with m hm
    have hlow : w * B * (((N + 1 : ℕ) : ℝ) - 1 / 2) < m := by
      have h1 := hm.1
      unfold landauLevel at h1
      push_cast
      linarith
    exact (streda c ⟨hlow, hm.2⟩).2.1.symm

end

end LandauStreda
```

Here $\mu$ approaches the energy $E_N$ itself, at fixed field. Since there is no gap hypothesis from which to obtain it, $wB>0$ is now assumed as `hw`. The notation `𝓝[<]` denotes an approach from below and `𝓝[>]` one from above, and `Tendsto` states the limit.

Just below $E_N$ there are $N$ filled levels, and inserting $\mu=wB(N+\tfrac12)$ into the formula for $M$ gives

$$cwBN\left(N+\tfrac12\right)-cwBN^2=\tfrac12cwBN.$$

Just above it there are $N+1$ filled levels, and

$$cwB(N+1)\left(N+\tfrac12\right)-cwB(N+1)^2=-\tfrac12cwB(N+1).$$

In the proof, each `e` is one of these two identities. The polynomial is continuous (`hcont`), so its limit is its value at $E_N$. The magnetisation has the same one-sided limit because `streda` identifies it with the polynomial on the adjacent gap. The theorem concerns the two limits and makes no statement about $M$ at $\mu=E_N$.

The difference of the limits is $-cB\,w(N+\tfrac12)$. This is the number of states per area in level $N$ times the moment $-\partial E_N/\partial B$ of an electron in it. In the smallest case, $N=0$, the magnetisation goes from $0$ to $-\tfrac12cwB$ as the lowest level fills, which is the diamagnetic first term of the opening example.

```lean
#print axioms LandauStreda.streda
#print axioms LandauStreda.magnetisation_jump
```

```
'LandauStreda.streda' depends on axioms: [propext, Classical.choice, Quot.sound]
'LandauStreda.magnetisation_jump' depends on axioms: [propext, Classical.choice, Quot.sound]
```
